# For a fixed Hamiltonian, the excess band energy of orthonormal orbitals is at least half the gap times the squared density-matrix error

In a Car–Parrinello run the orbitals are kept orthonormal by constraints, but they do not sit exactly in the electronic ground state. With the Hamiltonian held fixed, their band energy is at least that of the same number of lowest eigenvectors. If the occupied and empty levels are separated by a gap, a small excess energy should mean that the density matrix is nearly right. Can this be made a rigorous inequality with an explicit constant, and checked by machine?

## Answer

Yes, for a fixed Hamiltonian H in a finite orthonormal basis. Let the columns vᵢ of a unitary V be eigenvectors of H with real energies eᵢ, and let s be the set of k occupied levels, with eᵢ ≤ a on s and eᵢ ≥ b off s. The trial orbitals are the k columns of C, with CᴴC = 1. Write P = CCᴴ, and P₀ for the projector onto the occupied eigenvectors. Then

tr(CᴴHC) − tr(P₀H) ≥ (b − a)/2 · ‖P − P₀‖²

in the Frobenius norm. For b > a, the excess energy therefore bounds the density-matrix error in this non-self-consistent model.

### Counting the misplaced weight

Let D = VᴴC. The weight of the trial orbitals on level i is

wᵢ = Σⱼ |Dᵢⱼ|² = (DDᴴ)ᵢᵢ.

Since VVᴴ = 1, we have DᴴD = CᴴC = 1, so Σᵢ wᵢ = tr(DᴴD) = k. The matrix R = 1 − DDᴴ is Hermitian with R² = R, hence

1 − wᵢ = Rᵢᵢ = Σⱼ |Rᵢⱼ|² ≥ 0.

This is the Pauli bound: 0 ≤ wᵢ ≤ 1.

Let M be the weight missing from the occupied levels. Because the weights sum to k, it reappears on the empty ones:

M = Σ_{i∈s} (1 − wᵢ) = Σ_{i∉s} wᵢ.

Both P and P₀ are projectors of trace k, so

‖P − P₀‖² = tr P + tr P₀ − 2 tr(PP₀) = 2k − 2 Σ_{i∈s} wᵢ = 2M.

With tr(CᴴHC) = tr(PH) = Σᵢ eᵢwᵢ and tr(P₀H) = Σ_{i∈s} eᵢ, the excess energy is

Σ_{i∉s} eᵢwᵢ − Σ_{i∈s} eᵢ(1 − wᵢ) ≥ bM − aM = (b − a)/2 · ‖P − P₀‖².

### What the Lean theorems say

The inequality is `gap_bound`. Basis functions are indexed by `n` and orbitals by `m`; `hk` says that there are as many orbitals as occupied levels. `hV` and `hC` are the orthonormality conditions, and `hH` is the eigenvector equation. With real `e`, these make H Hermitian; the eigenbasis is taken as given. `bandEnergy` takes the real part of a trace that is already real, and `frobSq` is the squared norm.

`gap_bound` does not need a < b. That condition enters in `energy_eq_iff`, where the energies agree exactly when P = P₀. `width_bound` gives the matching upper bound, with constant (d − c)/2, if occupied levels lie at or above c and empty ones at or below d.

The theorems do not cover a Hamiltonian that depends on the density, fractional occupations, a nonorthogonal basis or the dynamics itself.

```lean
import Mathlib

open Matrix

namespace CarParrinelloGap

noncomputable section

variable {n m : Type*} [Fintype n] [DecidableEq n] [Fintype m] [DecidableEq m]

/-- The squared Frobenius norm of a matrix. -/
def frobSq {p q : Type*} [Fintype p] [Fintype q] (A : Matrix p q ℂ) : ℝ :=
  ∑ i, ∑ j, ‖A i j‖ ^ 2

/-- The band energy of the orbitals in the columns of `C`: the real part of `tr (Cᴴ H C)`. -/
def bandEnergy (H : Matrix n n ℂ) (C : Matrix n m ℂ) : ℝ := (Cᴴ * H * C).trace.re

/-- The matrix `V diag(f) Vᴴ`. For unitary `V`, its eigenvectors are the columns of `V`, with real
eigenvalues `f`. -/
def spectralOp (V : Matrix n n ℂ) (f : n → ℝ) : Matrix n n ℂ :=
  V * diagonal (fun i => (f i : ℂ)) * Vᴴ

/-- The occupation numbers: one on the levels in `s`, zero on the others. -/
def occ (s : Finset n) (i : n) : ℝ := if i ∈ s then 1 else 0

/-- The matrix `V diag(occ s) Vᴴ`. For unitary `V`, it is the projector onto the span of the columns
of `V` with index in `s`. -/
def occupiedProjector (V : Matrix n n ℂ) (s : Finset n) : Matrix n n ℂ :=
  spectralOp V (occ s)

/-- The total weight of the orbitals `C` on column `i` of `V`. -/
def weight (V : Matrix n n ℂ) (C : Matrix n m ℂ) (i : n) : ℝ :=
  ∑ j, ‖(Vᴴ * C) i j‖ ^ 2

private lemma row_sq {p q : Type*} [Fintype q] (A : Matrix p q ℂ) (i : p) :
    ((∑ j, ‖A i j‖ ^ 2 : ℝ) : ℂ) = (A * Aᴴ) i i := by
  rw [Matrix.mul_apply, Complex.ofReal_sum]
  refine Finset.sum_congr rfl fun j _ => ?_
  rw [Complex.sq_norm]
  exact (Complex.mul_conj _).symm

private lemma frobSq_trace {p q : Type*} [Fintype p] [Fintype q] (A : Matrix p q ℂ) :
    (frobSq A : ℂ) = (A * Aᴴ).trace := by
  rw [frobSq, Complex.ofReal_sum]
  exact Finset.sum_congr rfl fun i _ => row_sq A i

private lemma spectralOp_mul {V : Matrix n n ℂ} (hV : Vᴴ * V = 1) (f g : n → ℝ) :
    spectralOp V f * spectralOp V g = spectralOp V (fun i => f i * g i) := by
  have h : diagonal (fun i => ((f i * g i : ℝ) : ℂ))
      = diagonal (fun i => (f i : ℂ)) * diagonal (fun i => (g i : ℂ)) := by
    rw [diagonal_mul_diagonal]
    simp only [Complex.ofReal_mul]
  unfold spectralOp
  rw [h]
  calc _ = V * diagonal (fun i => (f i : ℂ)) * (Vᴴ * V)
        * diagonal (fun i => (g i : ℂ)) * Vᴴ := by simp only [Matrix.mul_assoc]
    _ = _ := by rw [hV, Matrix.mul_one]; simp only [Matrix.mul_assoc]

private lemma trace_spectralOp {V : Matrix n n ℂ} (hV : Vᴴ * V = 1) (f : n → ℝ) :
    (spectralOp V f).trace = ((∑ i, f i : ℝ) : ℂ) := by
  rw [spectralOp, Matrix.trace_mul_comm, ← Matrix.mul_assoc, hV, Matrix.one_mul,
    Matrix.trace_diagonal, Complex.ofReal_sum]

omit [DecidableEq m] in
private lemma trace_density (V : Matrix n n ℂ) (C : Matrix n m ℂ) (f : n → ℝ) :
    (C * Cᴴ * spectralOp V f).trace = ((∑ i, f i * weight V C i : ℝ) : ℂ) := by
  have h : (C * Cᴴ * spectralOp V f).trace
      = (diagonal (fun i => (f i : ℂ)) * ((Vᴴ * C) * (Vᴴ * C)ᴴ)).trace := by
    have h1 : C * Cᴴ * spectralOp V f
        = (C * Cᴴ * V) * (diagonal (fun i => (f i : ℂ)) * Vᴴ) := by
      simp only [spectralOp, Matrix.mul_assoc]
    rw [h1, Matrix.trace_mul_comm (C * Cᴴ * V), conjTranspose_mul,
      conjTranspose_conjTranspose]
    simp only [Matrix.mul_assoc]
  rw [h, Complex.ofReal_sum, Matrix.trace]
  refine Finset.sum_congr rfl fun i _ => ?_
  rw [Matrix.diag_apply, Matrix.diagonal_mul, Complex.ofReal_mul, weight, row_sq]

omit [Fintype m] in
private lemma overlap_isometry {V : Matrix n n ℂ} {C : Matrix n m ℂ} (hV : Vᴴ * V = 1)
    (hC : Cᴴ * C = 1) : (Vᴴ * C)ᴴ * (Vᴴ * C) = 1 := by
  have hV' : V * Vᴴ = 1 := mul_eq_one_comm.mp hV
  rw [conjTranspose_mul, conjTranspose_conjTranspose, Matrix.mul_assoc,
    ← Matrix.mul_assoc V, hV', Matrix.one_mul, hC]

/-- The weights of orthonormal orbitals on all levels add up to the number of orbitals. -/
theorem sum_weight {V : Matrix n n ℂ} {C : Matrix n m ℂ} (hV : Vᴴ * V = 1)
    (hC : Cᴴ * C = 1) : ∑ i, weight V C i = Fintype.card m := by
  have h := frobSq_trace (Vᴴ * C)
  rw [Matrix.trace_mul_comm, overlap_isometry hV hC, Matrix.trace_one] at h
  exact_mod_cast h

/-- Orthonormal orbitals put a total weight of at most one on each level. -/
theorem weight_le_one {V : Matrix n n ℂ} {C : Matrix n m ℂ} (hV : Vᴴ * V = 1)
    (hC : Cᴴ * C = 1) (i : n) : weight V C i ≤ 1 := by
  have hD := overlap_isometry hV hC
  have hw : (weight V C i : ℂ) = ((Vᴴ * C) * (Vᴴ * C)ᴴ) i i := row_sq _ i
  generalize Vᴴ * C = D at hD hw
  have hQ : (D * Dᴴ) * (D * Dᴴ) = D * Dᴴ := by
    rw [Matrix.mul_assoc, ← Matrix.mul_assoc Dᴴ, hD, Matrix.one_mul]
  -- the complement `1 - D Dᴴ` is a projector, so its diagonal is a sum of squares
  have hR : (1 - D * Dᴴ) * (1 - D * Dᴴ)ᴴ = 1 - D * Dᴴ := by
    rw [conjTranspose_sub, conjTranspose_one, conjTranspose_mul, conjTranspose_conjTranspose,
      sub_mul, mul_sub, mul_sub, hQ]
    simp
  have h := row_sq (1 - D * Dᴴ) i
  rw [hR, Matrix.sub_apply, Matrix.one_apply_eq, ← hw] at h
  have h' : ∑ j, ‖(1 - D * Dᴴ : Matrix n n ℂ) i j‖ ^ 2 = 1 - weight V C i := by
    exact_mod_cast h
  have h0 : 0 ≤ ∑ j, ‖(1 - D * Dᴴ : Matrix n n ℂ) i j‖ ^ 2 :=
    Finset.sum_nonneg fun j _ => sq_nonneg _
  linarith

/-- For orthonormal orbitals, as many as the levels in `s`, the squared distance between their
density matrix and the projector for `s` is twice the weight missing from the levels in `s`. -/
theorem frobSq_density_sub {V : Matrix n n ℂ} {C : Matrix n m ℂ} {s : Finset n}
    (hV : Vᴴ * V = 1) (hC : Cᴴ * C = 1) (hk : Fintype.card m = s.card) :
    frobSq (C * Cᴴ - occupiedProjector V s) = 2 * (s.card - ∑ i, occ s i * weight V C i) := by
  have hP : (C * Cᴴ) * (C * Cᴴ) = C * Cᴴ := by
    rw [Matrix.mul_assoc, ← Matrix.mul_assoc Cᴴ, hC, Matrix.one_mul]
  have hPt : (C * Cᴴ).trace = (s.card : ℂ) := by
    rw [Matrix.trace_mul_comm, hC, Matrix.trace_one, hk]
  have hPH : (C * Cᴴ)ᴴ = C * Cᴴ := by rw [conjTranspose_mul, conjTranspose_conjTranspose]
  have h0 : occupiedProjector V s * occupiedProjector V s = occupiedProjector V s := by
    rw [occupiedProjector, spectralOp_mul hV]
    congr 1
    funext i
    unfold occ
    split_ifs <;> norm_num
  have h0t : (occupiedProjector V s).trace = (s.card : ℂ) := by
    rw [occupiedProjector, trace_spectralOp hV]
    simp [occ]
  have h0H : (occupiedProjector V s)ᴴ = occupiedProjector V s := by
    have hd : (diagonal (fun i => (occ s i : ℂ)))ᴴ = diagonal (fun i => (occ s i : ℂ)) := by
      rw [diagonal_conjTranspose]
      congr 1
      funext i
      exact Complex.conj_ofReal _
    rw [occupiedProjector, spectralOp, conjTranspose_mul, conjTranspose_mul,
      conjTranspose_conjTranspose, hd, Matrix.mul_assoc]
  have hx : (C * Cᴴ * occupiedProjector V s).trace
      = ((∑ i, occ s i * weight V C i : ℝ) : ℂ) := trace_density V C (occ s)
  have h := frobSq_trace (C * Cᴴ - occupiedProjector V s)
  rw [conjTranspose_sub, hPH, h0H, sub_mul, mul_sub, mul_sub, hP, h0, Matrix.trace_sub,
    Matrix.trace_sub, Matrix.trace_sub, Matrix.trace_mul_comm (occupiedProjector V s),
    hx, hPt, h0t] at h
  apply Complex.ofReal_injective
  rw [h, Complex.ofReal_mul, Complex.ofReal_sub, Complex.ofReal_natCast, Complex.ofReal_ofNat]
  ring

omit [DecidableEq m] in
/-- The excess band energy is the sum of level energies times changes in occupation. -/
theorem excess_eq {H V : Matrix n n ℂ} {e : n → ℝ} (C : Matrix n m ℂ) (s : Finset n)
    (hV : Vᴴ * V = 1) (hH : H * V = V * diagonal (fun i => (e i : ℂ))) :
    bandEnergy H C - (occupiedProjector V s * H).trace.re
      = ∑ i, e i * (weight V C i - occ s i) := by
  have hH' : H = spectralOp V e := by
    rw [spectralOp, ← hH, Matrix.mul_assoc, mul_eq_one_comm.mp hV, Matrix.mul_one]
  rw [bandEnergy, Matrix.trace_mul_cycle, hH', trace_density, occupiedProjector,
    spectralOp_mul hV, trace_spectralOp hV, Complex.ofReal_re, Complex.ofReal_re,
    ← Finset.sum_sub_distrib]
  exact Finset.sum_congr rfl fun i _ => by ring

/-- For orthonormal orbitals, as many as the occupied levels, with all occupied levels at `a` and
all empty ones at `b`, the excess energy is exactly `(b - a) / 2` times the squared distance of the
density matrices. -/
theorem flat_excess {V : Matrix n n ℂ} {C : Matrix n m ℂ} {s : Finset n} (a b : ℝ)
    (hV : Vᴴ * V = 1) (hC : Cᴴ * C = 1) (hk : Fintype.card m = s.card) :
    ∑ i, (if i ∈ s then a else b) * (weight V C i - occ s i)
      = (b - a) / 2 * frobSq (C * Cᴴ - occupiedProjector V s) := by
  have hp : ∀ i, (if i ∈ s then a else b) * (weight V C i - occ s i)
      = b * weight V C i - b * occ s i - (b - a) * (occ s i * weight V C i)
        + (b - a) * occ s i := by
    intro i
    unfold occ
    split_ifs <;> ring
  have ho : ∑ i, occ s i = (s.card : ℝ) := by simp [occ]
  rw [Finset.sum_congr rfl fun i _ => hp i, Finset.sum_add_distrib, Finset.sum_sub_distrib,
    Finset.sum_sub_distrib, ← Finset.mul_sum, ← Finset.mul_sum, ← Finset.mul_sum,
    ← Finset.mul_sum, sum_weight hV hC, ho, hk, frobSq_density_sub hV hC hk]
  ring

/-- With occupied levels at most `a` and empty levels at least `b`, the excess band energy of
orthonormal orbitals, as many as the occupied levels, is at least `(b - a) / 2` times the squared
density-matrix error. -/
theorem gap_bound {H V : Matrix n n ℂ} {e : n → ℝ} {C : Matrix n m ℂ} {s : Finset n} {a b : ℝ}
    (hV : Vᴴ * V = 1) (hH : H * V = V * diagonal (fun i => (e i : ℂ)))
    (hC : Cᴴ * C = 1) (hk : Fintype.card m = s.card)
    (ha : ∀ i ∈ s, e i ≤ a) (hb : ∀ i ∉ s, b ≤ e i) :
    (b - a) / 2 * frobSq (C * Cᴴ - occupiedProjector V s)
      ≤ bandEnergy H C - (occupiedProjector V s * H).trace.re := by
  rw [excess_eq C s hV hH, ← flat_excess a b hV hC hk]
  refine Finset.sum_le_sum fun i _ => ?_
  have h1 := weight_le_one hV hC i
  have h0 : 0 ≤ weight V C i := Finset.sum_nonneg fun j _ => sq_nonneg _
  by_cases hi : i ∈ s
  · simp only [occ, if_pos hi]
    nlinarith [ha i hi]
  · simp only [occ, if_neg hi]
    nlinarith [hb i hi]

/-- With occupied levels at least `c` and empty levels at most `d`, the excess band energy of
orthonormal orbitals, as many as the occupied levels, is at most `(d - c) / 2` times the squared
density-matrix error. -/
theorem width_bound {H V : Matrix n n ℂ} {e : n → ℝ} {C : Matrix n m ℂ} {s : Finset n} {c d : ℝ}
    (hV : Vᴴ * V = 1) (hH : H * V = V * diagonal (fun i => (e i : ℂ)))
    (hC : Cᴴ * C = 1) (hk : Fintype.card m = s.card)
    (hc : ∀ i ∈ s, c ≤ e i) (hd : ∀ i ∉ s, e i ≤ d) :
    bandEnergy H C - (occupiedProjector V s * H).trace.re
      ≤ (d - c) / 2 * frobSq (C * Cᴴ - occupiedProjector V s) := by
  rw [excess_eq C s hV hH, ← flat_excess c d hV hC hk]
  refine Finset.sum_le_sum fun i _ => ?_
  have h1 := weight_le_one hV hC i
  have h0 : 0 ≤ weight V C i := Finset.sum_nonneg fun j _ => sq_nonneg _
  by_cases hi : i ∈ s
  · simp only [occ, if_pos hi]
    nlinarith [hc i hi]
  · simp only [occ, if_neg hi]
    nlinarith [hd i hi]

/-- With a gap `a < b`, orthonormal orbitals, as many as the occupied levels, have the energy of the
occupied eigenvectors exactly when their density matrix is the occupied projector. -/
theorem energy_eq_iff {H V : Matrix n n ℂ} {e : n → ℝ} {C : Matrix n m ℂ} {s : Finset n}
    {a b : ℝ} (hV : Vᴴ * V = 1) (hH : H * V = V * diagonal (fun i => (e i : ℂ)))
    (hC : Cᴴ * C = 1) (hk : Fintype.card m = s.card)
    (ha : ∀ i ∈ s, e i ≤ a) (hb : ∀ i ∉ s, b ≤ e i) (hab : a < b) :
    bandEnergy H C = (occupiedProjector V s * H).trace.re
      ↔ C * Cᴴ = occupiedProjector V s := by
  constructor
  · intro h
    have hg := gap_bound hV hH hC hk ha hb
    rw [h, sub_self] at hg
    have hf : frobSq (C * Cᴴ - occupiedProjector V s) ≤ 0 := by
      by_contra hn
      have := mul_pos (half_pos (sub_pos.mpr hab)) (not_le.mp hn)
      linarith
    -- a vanishing Frobenius norm forces every entry to vanish
    rw [← sub_eq_zero]
    generalize C * Cᴴ - occupiedProjector V s = A at hf
    ext i j
    have h1 : ‖A i j‖ ^ 2 ≤ ∑ l, ‖A i l‖ ^ 2 :=
      Finset.single_le_sum (f := fun l => ‖A i l‖ ^ 2) (fun l _ => sq_nonneg _)
        (Finset.mem_univ j)
    have h2 : ∑ l, ‖A i l‖ ^ 2 ≤ frobSq A :=
      Finset.single_le_sum (f := fun r => ∑ l, ‖A r l‖ ^ 2)
        (fun r _ => Finset.sum_nonneg fun l _ => sq_nonneg _) (Finset.mem_univ i)
    have h3 : ‖A i j‖ ^ 2 = 0 := le_antisymm (by linarith) (sq_nonneg _)
    exact norm_eq_zero.mp (pow_eq_zero_iff two_ne_zero |>.mp h3)
  · intro h
    rw [bandEnergy, Matrix.trace_mul_cycle, h]

/-- A two-level Hamiltonian with energies 0 and 25, its rotated eigenvectors and one trial
orbital satisfy the eigenvector and orthonormality relations. -/
theorem gap_bound_witness :
    let V : Matrix (Fin 2) (Fin 2) ℂ := !![3/5, -4/5; 4/5, 3/5]
    let H : Matrix (Fin 2) (Fin 2) ℂ := !![16, -12; -12, 9]
    let C : Matrix (Fin 2) (Fin 1) ℂ := !![1; 0]
    let e : Fin 2 → ℝ := ![0, 25]
    Vᴴ * V = 1 ∧ H * V = V * diagonal (fun i => (e i : ℂ)) ∧ Cᴴ * C = 1 := by
  have h3 : (starRingEnd ℂ) 3 = 3 := by apply Complex.ext <;> simp
  have h4 : (starRingEnd ℂ) 4 = 4 := by apply Complex.ext <;> simp
  have h5 : (starRingEnd ℂ) 5 = 5 := by apply Complex.ext <;> simp
  refine ⟨?_, ?_, ?_⟩
  · ext i j
    fin_cases i <;> fin_cases j <;>
      simp [Matrix.mul_apply, Fin.sum_univ_succ, h3, h4, h5] <;> norm_num
  · ext i j
    fin_cases i <;> fin_cases j <;>
      simp [Matrix.mul_apply, Fin.sum_univ_succ, Matrix.diagonal_apply] <;> norm_num
  · ext i j
    fin_cases i
    fin_cases j
    simp [Matrix.mul_apply, Fin.sum_univ_succ]

end

end CarParrinelloGap
```

```lean
#print axioms CarParrinelloGap.gap_bound
#print axioms CarParrinelloGap.width_bound
#print axioms CarParrinelloGap.energy_eq_iff
```

```
'CarParrinelloGap.gap_bound' depends on axioms: [propext, Classical.choice, Quot.sound]
'CarParrinelloGap.width_bound' depends on axioms: [propext, Classical.choice, Quot.sound]
'CarParrinelloGap.energy_eq_iff' depends on axioms: [propext, Classical.choice, Quot.sound]
```

### How the proof follows the calculation

`row_sq` turns sums of squared moduli into diagonal entries of AAᴴ. `sum_weight` and `weight_le_one` give the two facts about wᵢ, `frobSq_density_sub` gives the distance, and `excess_eq` gives the energy as Σᵢ eᵢ(wᵢ − fᵢ), where fᵢ is 1 on s and 0 elsewhere (`occ`).

`flat_excess` evaluates the same sum with eᵢ replaced by a on s and b off s, which yields (b − a)/2 · ‖P − P₀‖² exactly. In `gap_bound`, `Finset.sum_le_sum` then compares the two sums level by level. The differences are (a − eᵢ)(1 − wᵢ) on s and (eᵢ − b)wᵢ off s, both nonnegative, and `nlinarith` closes each case.

`gap_bound_witness` verifies the matrix relations for a two-level example. With the lower level occupied, the excess is 16 and the squared distance 1.28, so 25/2 · 1.28 = 16 and the bound is attained.

### From orthonormal to complete: `mul_eq_one_comm`

The argument turns on VVᴴ = 1, the completeness of the eigenbasis, while `hV` states only VᴴV = 1. Mathlib's `mul_eq_one_comm` supplies the step, because a one-sided inverse of a finite square matrix is two-sided. It does not apply to the rectangular C, and rightly so: with fewer orbitals than basis functions, CCᴴ is a projector and not the identity.
